# Two degenerate orbitals of positive energy: a cusp in the lowest level from overlap alone

Take two normalised orbitals of energy 1, with zero off-diagonal Hamiltonian element and overlap 1/2. The generalised eigenvalue equation H v = E S v becomes v = E S v. For v = (1, 1), S v = (3/2) v and E = 2/3; for v = (1, −1), S v = (1/2) v and E = 2. At overlap −1/2 the two vectors exchange energies. The lowest level thus belongs to (1, 1) at overlap 1/2 and to (1, −1) at overlap −1/2, although H stays the same.

```lean
import Mathlib

open Matrix
open scoped Topology

namespace OverlapCusp

noncomputable section
```

In general, let the orbitals have energy a and real overlap t.

```lean
/-- The Hamiltonian matrix of two uncoupled orbitals with the same energy `a`. -/
def hamiltonian (a : ℝ) : Matrix (Fin 2) (Fin 2) ℝ := !![a, 0; 0, a]

/-- The overlap matrix of two normalised orbitals with mutual overlap `t`. -/
def overlap (t : ℝ) : Matrix (Fin 2) (Fin 2) ℝ := !![1, t; t, 1]
```

Holding H fixed while t varies is a model assumption tied to the zero of energy: shifting that zero by c adds cS to H. The condition a > 0, used from (c) on, means that the orbitals lie above the zero at which the off-diagonal element vanishes.

`levels` is the set of real E that have a nonzero real solution v = (v₀, v₁).

```lean
/-- The generalised eigenvalues: all `E` for which `H v = E S v` has a nonzero solution `v`. -/
def levels (H S : Matrix (Fin 2) (Fin 2) ℝ) : Set ℝ :=
  {E | ∃ v : Fin 2 → ℝ, v ≠ 0 ∧ H *ᵥ v = E • (S *ᵥ v)}
```

Write L(t) for the infimum of this set and U(t) for its supremum.

```lean
/-- The lowest level of the two orbitals at overlap `t`. -/
def lowestLevel (a t : ℝ) : ℝ := sInf (levels (hamiltonian a) (overlap t))

/-- The highest level of the two orbitals at overlap `t`. -/
def highestLevel (a t : ℝ) : ℝ := sSup (levels (hamiltonian a) (overlap t))
```

## (a) The equation in components

Show that H v = E S v is equivalent to

a v₀ = E (v₀ + t v₁) and a v₁ = E (t v₀ + v₁).

The rows of H v are a v₀ and a v₁; those of S v are v₀ + t v₁ and t v₀ + v₁. Equate them row by row, as `simp` does.

```lean
/-- The generalised eigenvalue equation written out for the two orbital coefficients. -/
theorem secular_iff (a t E : ℝ) (v : Fin 2 → ℝ) :
    hamiltonian a *ᵥ v = E • (overlap t *ᵥ v) ↔
      a * v 0 = E * (v 0 + t * v 1) ∧ a * v 1 = E * (t * v 0 + v 1) := by
  simp [funext_iff, Fin.forall_fin_two, hamiltonian, overlap, dotProduct, Fin.sum_univ_two]
```

## (b) Both levels

For |t| < 1, show that the set of levels is

{a/(1 + t), a/(1 − t)}.

Adding and subtracting the equations of (a) gives

(a − E(1 + t)) (v₀ + v₁) = 0
(a − E(1 − t)) (v₀ − v₁) = 0.

Since v ≠ 0, the sum and the difference cannot both vanish, so E is one of the two values. Conversely, (1, 1) and (1, −1) solve the equation with these energies. Normalised with respect to S, they are (1, 1)/√(2(1 + t)) and (1, −1)/√(2(1 − t)); the code uses them unnormalised. There, `linear_combination` forms the sum and the difference, and `mul_eq_zero` splits the cases.

```lean
/-- For overlap `|t| < 1` the levels are exactly `a / (1 + t)` and `a / (1 - t)`. -/
theorem levels_eq (a : ℝ) {t : ℝ} (ht : |t| < 1) :
    levels (hamiltonian a) (overlap t) = {a / (1 + t), a / (1 - t)} := by
  obtain ⟨hl, hr⟩ := abs_lt.1 ht
  have p : 0 < 1 + t := by linarith
  have m : 0 < 1 - t := by linarith
  ext E
  constructor
  · rintro ⟨v, hv, h⟩
    obtain ⟨e0, e1⟩ := (secular_iff a t E v).1 h
    -- the in-phase and out-of-phase combinations decouple
    have hp : (a - E * (1 + t)) * (v 0 + v 1) = 0 := by linear_combination e0 + e1
    have hm : (a - E * (1 - t)) * (v 0 - v 1) = 0 := by linear_combination e0 - e1
    rcases mul_eq_zero.1 hp with h1 | h1
    · left
      rw [eq_div_iff p.ne']
      linarith
    · rcases mul_eq_zero.1 hm with h2 | h2
      · right
        show E = a / (1 - t)
        rw [eq_div_iff m.ne']
        linarith
      · exfalso
        apply hv
        ext i
        fin_cases i
        · show v 0 = 0
          linarith
        · show v 1 = 0
          linarith
  · have q : a / (1 + t) * (1 + t) = a := div_mul_cancel₀ a p.ne'
    have r : a / (1 - t) * (1 - t) = a := div_mul_cancel₀ a m.ne'
    rintro (rfl | rfl)
    · refine ⟨![1, 1], fun h => ?_, (secular_iff _ _ _ _).2 ⟨?_, ?_⟩⟩
      · have h0 := congrFun h 0
        simp at h0
      · show a * 1 = a / (1 + t) * (1 + t * 1)
        linear_combination -q
      · show a * 1 = a / (1 + t) * (t * 1 + 1)
        linear_combination -q
    · refine ⟨![1, -1], fun h => ?_, (secular_iff _ _ _ _).2 ⟨?_, ?_⟩⟩
      · have h0 := congrFun h 0
        simp at h0
      · show a * 1 = a / (1 - t) * (1 + t * (-1))
        linear_combination -r
      · show a * (-1) = a / (1 - t) * (t * 1 + (-1))
        linear_combination r
```

## (c) Ordering the levels

For a > 0 and |t| < 1, show that the smallest and largest levels are

a/(1 + |t|) and a/(1 − |t|).

If t ≥ 0, then 1 + t ≥ 1 − t > 0, so a/(1 + t) ≤ a/(1 − t). If t ≤ 0, the order reverses and |t| = −t. `IsLeast` and `IsGreatest` state that both values are attained.

Both hypotheses matter. For a = −1, t = 1/2 the levels are −2/3 and −2, and the smallest is not −2/3. For a = 1, t = 2 they are 1/3 and −1, and the smallest is not 1/3; this second example concerns the matrices only, since normalised orbitals have |t| ≤ 1.

```lean
/-- For `a > 0` and `|t| < 1` the smallest generalised eigenvalue is `a / (1 + |t|)` and the
largest is `a / (1 - |t|)`. -/
theorem extremal_levels {a t : ℝ} (ha : 0 < a) (ht : |t| < 1) :
    IsLeast (levels (hamiltonian a) (overlap t)) (a / (1 + |t|)) ∧
      IsGreatest (levels (hamiltonian a) (overlap t)) (a / (1 - |t|)) := by
  obtain ⟨hl, hr⟩ := abs_lt.1 ht
  have p : 0 < 1 + t := by linarith
  have m : 0 < 1 - t := by linarith
  rw [levels_eq a ht]
  rcases le_total 0 t with h | h
  · have hle : a / (1 + t) ≤ a / (1 - t) := by
      rw [div_le_div_iff₀ p m]
      nlinarith [mul_nonneg ha.le h]
    rw [abs_of_nonneg h]
    refine ⟨⟨Or.inl rfl, ?_⟩, ⟨Or.inr rfl, ?_⟩⟩
    · rintro E (rfl | rfl)
      exacts [le_refl _, hle]
    · rintro E (rfl | rfl)
      exacts [hle, le_refl _]
  · have hle : a / (1 - t) ≤ a / (1 + t) := by
      rw [div_le_div_iff₀ m p]
      nlinarith [mul_nonneg ha.le (neg_nonneg.2 h)]
    have e1 : 1 + |t| = 1 - t := by rw [abs_of_nonpos h]; ring
    have e2 : 1 - |t| = 1 + t := by rw [abs_of_nonpos h]; ring
    rw [e1, e2]
    refine ⟨⟨Or.inr rfl, ?_⟩, ⟨Or.inl rfl, ?_⟩⟩
    · rintro E (rfl | rfl)
      exacts [hle, le_refl _]
    · rintro E (rfl | rfl)
      exacts [le_refl _, hle]
```

## (d) The infimum

Under the same hypotheses, deduce

L(t) = a/(1 + |t|).

A least element of a set is its infimum.

```lean
/-- For `a > 0` and `|t| < 1` the lowest level is `a / (1 + |t|)`. -/
theorem lowestLevel_eq {a t : ℝ} (ha : 0 < a) (ht : |t| < 1) :
    lowestLevel a t = a / (1 + |t|) :=
  (extremal_levels ha ht).1.csInf_eq
```

## (e) The sum

Under the same hypotheses, show that

L(t) + U(t) = 2a/(1 − t²).

By (c), the sum is

a/(1 + |t|) + a/(1 − |t|) = a[(1 − |t|) + (1 + |t|)]/(1 − |t|²),

and |t|² = t². At t = 0 the set of levels is {a}, and the sum counts a twice. As |t| → 1, L tends to a/2 while U diverges, because S becomes singular while H is held fixed.

```lean
/-- For `a > 0` and `|t| < 1` the sum of the lowest and the highest level is `2 a / (1 - t ^ 2)`. -/
theorem sum_levels {a t : ℝ} (ha : 0 < a) (ht : |t| < 1) :
    lowestLevel a t + highestLevel a t = 2 * a / (1 - t ^ 2) := by
  have hhigh : highestLevel a t = a / (1 - |t|) := (extremal_levels ha ht).2.csSup_eq
  have h1 : 1 + |t| ≠ 0 := by positivity
  have h2 : 1 - |t| ≠ 0 := (sub_pos.2 ht).ne'
  have h3 : 1 - t ^ 2 = (1 + |t|) * (1 - |t|) := by
    rw [← sq_abs t]
    ring
  rw [lowestLevel_eq ha ht, hhigh, div_add_div _ _ h1 h2, h3]
  congr 1
  ring
```

## (f) Room around each overlap

For |t| < 1, find δ > 0 such that

|s − t| < δ implies |s| < 1.

Take δ = 1 − |t|; then |s| ≤ |t| + |s − t| < 1. Lean obtains the neighbourhood from the continuity of |s|. The formulas above may therefore be substituted when differentiating.

```lean
/-- Overlaps of modulus below one form a neighbourhood of each of their points. -/
theorem admissible_nhds {t : ℝ} (ht : |t| < 1) : {s : ℝ | |s| < 1} ∈ 𝓝 t :=
  (isOpen_lt continuous_abs continuous_const).mem_nhds ht
```

## (g) Slopes at zero overlap

For a > 0, show that

L′(0⁺) = −a and L′(0⁻) = a.

On the right L = a/(1 + t), with derivative −a/(1 + t)²; on the left L = a/(1 − t), with derivative a/(1 − t)². Set t = 0. Lean differentiates each quotient, then transfers the result to L on the half-lines `Set.Ici 0` and `Set.Iic 0`.

```lean
/-- For `a > 0` the lowest level has, at zero overlap, slope `-a` to the right and slope `a` to the
left. -/
theorem one_sided_slopes {a : ℝ} (ha : 0 < a) :
    HasDerivWithinAt (lowestLevel a) (-a) (Set.Ici 0) 0 ∧
      HasDerivWithinAt (lowestLevel a) a (Set.Iic 0) 0 := by
  have h0 : |(0 : ℝ)| < 1 := by simp
  have hp : HasDerivAt (fun t : ℝ => a / (1 + t)) (-a) 0 :=
    ((hasDerivAt_const (0 : ℝ) a).fun_div ((hasDerivAt_id' (0 : ℝ)).const_add 1)
      (by norm_num)).congr_deriv (by norm_num)
  have hm : HasDerivAt (fun t : ℝ => a / (1 - t)) a 0 :=
    ((hasDerivAt_const (0 : ℝ) a).fun_div ((hasDerivAt_id' (0 : ℝ)).const_sub 1)
      (by norm_num)).congr_deriv (by norm_num)
  constructor
  · refine hp.hasDerivWithinAt.congr_of_eventuallyEq ?_ ?_
    · filter_upwards [self_mem_nhdsWithin,
        mem_nhdsWithin_of_mem_nhds (admissible_nhds h0)] with t h1 h2
      rw [lowestLevel_eq ha h2, abs_of_nonneg h1]
    · rw [lowestLevel_eq ha h0]
      simp
  · refine hm.hasDerivWithinAt.congr_of_eventuallyEq ?_ ?_
    · filter_upwards [self_mem_nhdsWithin,
        mem_nhdsWithin_of_mem_nhds (admissible_nhds h0)] with t h1 h2
      rw [lowestLevel_eq ha h2, abs_of_nonpos h1, ← sub_eq_add_neg]
    · rw [lowestLevel_eq ha h0]
      simp
```

## (h) Where the derivative exists

For a > 0 and |t| < 1, show that

L is differentiable at t ⇔ t ≠ 0.

A derivative at 0 would equal both −a and a, forcing a = 0. Away from 0, |t| is differentiable and 1 + |t| > 0, so the quotient is differentiable. For a = 0 the cusp disappears: L is zero throughout |t| < 1.

```lean
/-- For `a > 0` and within `|t| < 1` the lowest level is differentiable exactly at the nonzero
overlaps. -/
theorem differentiableAt_lowestLevel_iff {a t : ℝ} (ha : 0 < a) (ht : |t| < 1) :
    DifferentiableAt ℝ (lowestLevel a) t ↔ t ≠ 0 := by
  constructor
  · rintro hd rfl
    -- a derivative would have to equal both one-sided slopes
    obtain ⟨hr, hl⟩ := one_sided_slopes ha
    have e1 := ((uniqueDiffOn_Ici (0 : ℝ)) 0 (by simp)).eq_deriv _
      hd.hasDerivAt.hasDerivWithinAt hr
    have e2 := ((uniqueDiffOn_Iic (0 : ℝ)) 0 (by simp)).eq_deriv _
      hd.hasDerivAt.hasDerivWithinAt hl
    linarith
  · intro h
    have hd : DifferentiableAt ℝ (fun s : ℝ => a / (1 + |s|)) t :=
      (differentiableAt_const a).fun_div ((differentiableAt_abs h).const_add 1) (by positivity)
    refine hd.congr_of_eventuallyEq ?_
    filter_upwards [admissible_nhds ht] with s hs
    exact lowestLevel_eq ha hs
```

## (i) Cusp and smooth sum together

For a > 0, collect the formula of (d), the failure of differentiability at 0, and

(L + U)′(0) = 0.

By (e), the derivative of the sum is 4at/(1 − t²)², which vanishes at t = 0. In this non-interacting, one-parameter model of electronic structure, the derivative of the energy with respect to overlap is thus undefined at t = 0 if only the lowest level is occupied, but exists if both levels are equally occupied.

```lean
/-- With the constant Hamiltonian `diag(a, a)`, `a > 0`, the lowest level equals `a / (1 + |t|)` for
`|t| < 1` and is not differentiable at zero overlap, while the sum of the lowest and the highest
level has derivative zero there. -/
theorem cusp_from_overlap {a : ℝ} (ha : 0 < a) :
    (∀ t : ℝ, |t| < 1 → lowestLevel a t = a / (1 + |t|)) ∧
      ¬ DifferentiableAt ℝ (lowestLevel a) 0 ∧
      HasDerivAt (fun t => lowestLevel a t + highestLevel a t) 0 0 := by
  have h0 : |(0 : ℝ)| < 1 := by simp
  refine ⟨fun t ht => lowestLevel_eq ha ht,
    fun hd => (differentiableAt_lowestLevel_iff ha h0).1 hd rfl, ?_⟩
  -- the closed form of the sum has derivative zero at zero overlap
  have hs : HasDerivAt (fun t : ℝ => 2 * a / (1 - t ^ 2)) 0 0 :=
    ((hasDerivAt_const (0 : ℝ) (2 * a)).fun_div
      (((hasDerivAt_id' (0 : ℝ)).fun_pow 2).const_sub 1) (by norm_num)).congr_deriv
      (by norm_num)
  refine hs.congr_of_eventuallyEq ?_
  filter_upwards [admissible_nhds h0] with t ht
  exact sum_levels ha ht

end

end OverlapCusp
```

```lean
#print axioms OverlapCusp.cusp_from_overlap
```

```
'OverlapCusp.cusp_from_overlap' depends on axioms: [propext, Classical.choice, Quot.sound]
```
